# Mixing of gg and uu in the ground state weakens the dipole-allowed transition of minimal-basis H₂

## How much transition moment does the uu admixture remove?

If I compute the dipole transition of minimal-basis H₂ from the uncorrelated configuration gg, as in CIS, I get a nonzero moment even in the limit where gg and uu become degenerate and the moment from the correlated ground state vanishes. The amplitudes from gg and uu should interfere destructively.

With one-electron transition dipole \(d\), coupling \(K>0\) between gg and uu, and energies \(0\) and \(2e\) for these configurations, I expect the squared moment to \((gu+ug)/\sqrt2\) to be

\[ 2d^2\left(1-\frac{K}{\sqrt{e^2+K^2}}\right) \]

instead of \(2d^2\), and the moment to \((gu-ug)/\sqrt2\) to vanish. Can this be made rigorous and machine-checked in Lean?

## Destructive interference fixes the factor

Yes, and the formula holds for every real \(e\). Write the ground state as \(\psi=c_0\,gg+c_1\,uu\) with \(c_0^2+c_1^2=1\). The dipole operator \(D=d(\sigma_x\otimes1+1\otimes\sigma_x)\) moves one electron between g and u, so \(gg\) and \(uu\) both go to \(d(gu+ug)\), and

\[ D\psi=d(c_0+c_1)(gu+ug). \]

The overlap with \((gu-ug)/\sqrt2\) is zero. The overlap with \((gu+ug)/\sqrt2\) is \(\sqrt2\,d(c_0+c_1)\), whose square is \(2d^2(1+2c_0c_1)\).

Let \(R=\sqrt{e^2+K^2}\). At the lower eigenvalue \(e-R\), the eigenvalue equations are

\[ Kc_1=(e-R)c_0,\qquad Kc_0+2ec_1=(e-R)c_1. \]

Multiply the first by \(c_1\) and the second by \(c_0\), then add. Normalisation gives \(K+2ec_0c_1=2(e-R)c_0c_1\), hence \(2c_0c_1=-K/R\), which is the claimed formula. Since \(0<K/R\le1\), the result is below \(2d^2\) for \(d\ne0\). It vanishes exactly when \(R=K\), that is, when \(e=0\).

For example, \(e=3\) and \(K=4\) give \(R=5\), energy \(-2\) and \((c_0,c_1)=(2,-1)/\sqrt5\). Then \(c_0+c_1=1/\sqrt5\), so the squared moment is \(2d^2/5\), in agreement with \(2d^2(1-4/5)\).

The sign of \(K\) matters. For \(e=0\), \(K=-1\) the lower eigenvector is \((1,1)/\sqrt2\), and the squared moment is \(4d^2\): it lies above the CIS value and does not vanish at \(e=0\). For real orbitals, \(K\) is the Coulomb self-repulsion of the product density of g and u, which is why it is taken as positive.

```lean
import Mathlib

open Matrix
open scoped Kronecker

namespace MinimalBasisHydrogen

noncomputable section

/-- The product state of two electrons in orbitals `i` and `j`, where `0` is g and `1` is u. -/
def ket (i j : Fin 2) : Fin 2 × Fin 2 → ℝ := Pi.single (i, j) 1

/-- The one-electron matrix that exchanges the orbitals g and u. -/
def sigmaX : Matrix (Fin 2) (Fin 2) ℝ := !![0, 1; 1, 0]

/-- The two-electron dipole operator `d (σx ⊗ 1 + 1 ⊗ σx)`. -/
def dipole (d : ℝ) : Matrix (Fin 2 × Fin 2) (Fin 2 × Fin 2) ℝ :=
  d • (sigmaX ⊗ₖ (1 : Matrix (Fin 2) (Fin 2) ℝ) + (1 : Matrix (Fin 2) (Fin 2) ℝ) ⊗ₖ sigmaX)

/-- The transition moment from the state `ψ` to the state `φ`. -/
def moment (d : ℝ) (φ ψ : Fin 2 × Fin 2 → ℝ) : ℝ := φ ⬝ᵥ (dipole d *ᵥ ψ)

/-- The two-configuration state `c₀ gg + c₁ uu`. -/
def ciState (c : Fin 2 → ℝ) : Fin 2 × Fin 2 → ℝ := c 0 • ket 0 0 + c 1 • ket 1 1

/-- The symmetric singly excited state `(gu + ug)/√2`. -/
def symState : Fin 2 × Fin 2 → ℝ := (1 / √2) • (ket 0 1 + ket 1 0)

/-- The antisymmetric singly excited state `(gu - ug)/√2`. -/
def antiState : Fin 2 × Fin 2 → ℝ := (1 / √2) • (ket 0 1 - ket 1 0)

/-- The Hamiltonian in the basis gg, uu, with coupling `K` and diagonal energies `0` and `2e`. -/
def ciHamiltonian (e K : ℝ) : Matrix (Fin 2) (Fin 2) ℝ := !![0, K; K, 2 * e]

/-- The energy `e - √(e² + K²)`. -/
def lowerEnergy (e K : ℝ) : ℝ := e - √(e ^ 2 + K ^ 2)

/-- The amplitudes `c` are normalised and solve the eigenvalue equation at the lower energy. -/
def IsGround (e K : ℝ) (c : Fin 2 → ℝ) : Prop :=
  c ⬝ᵥ c = 1 ∧ ciHamiltonian e K *ᵥ c = lowerEnergy e K • c

/-- The lower energy bounds from below the mean energy of every normalised mixture of gg and uu. -/
theorem lowerEnergy_le (e K : ℝ) (c : Fin 2 → ℝ) (hn : c ⬝ᵥ c = 1) :
    lowerEnergy e K ≤ c ⬝ᵥ (ciHamiltonian e K *ᵥ c) := by
  have hq : c ⬝ᵥ (ciHamiltonian e K *ᵥ c) = 2 * K * c 0 * c 1 + 2 * e * c 1 ^ 2 := by
    simp [ciHamiltonian, Matrix.mulVec, dotProduct, Fin.sum_univ_two]
    ring
  simp only [dotProduct, Fin.sum_univ_two] at hn
  -- a rotation identity bounds the traceless part of the energy
  have hid : (e * (c 0 ^ 2 - c 1 ^ 2) - K * (2 * c 0 * c 1)) ^ 2
      + (e * (2 * c 0 * c 1) + K * (c 0 ^ 2 - c 1 ^ 2)) ^ 2 = e ^ 2 + K ^ 2 := by
    linear_combination (e ^ 2 + K ^ 2) * (c 0 ^ 2 + c 1 ^ 2 + 1) * hn
  have hle : (e * (c 0 ^ 2 - c 1 ^ 2) - K * (2 * c 0 * c 1)) ^ 2 ≤ e ^ 2 + K ^ 2 := by
    linarith [sq_nonneg (e * (2 * c 0 * c 1) + K * (c 0 ^ 2 - c 1 ^ 2))]
  have hb := (le_abs_self _).trans (Real.abs_le_sqrt hle)
  have he : e * (c 0 * c 0 + c 1 * c 1) = e := by rw [hn, mul_one]
  rw [hq, lowerEnergy]
  nlinarith

/-- The dipole operator takes `c₀ gg + c₁ uu` to `d (c₀ + c₁) (gu + ug)`. -/
theorem dipole_mulVec_ciState (d : ℝ) (c : Fin 2 → ℝ) :
    dipole d *ᵥ ciState c = (d * (c 0 + c 1)) • (ket 0 1 + ket 1 0) := by
  ext ⟨i, j⟩
  fin_cases i <;> fin_cases j <;>
    simp [dipole, sigmaX, ciState, ket, Matrix.mulVec, dotProduct, Fintype.sum_prod_type,
      Fin.sum_univ_two, Matrix.kroneckerMap_apply, Matrix.one_apply, Pi.single_apply,
      -mul_eq_mul_left_iff] <;>
    ring

/-- The squared moment from `c₀ gg + c₁ uu` to `(gu + ug)/√2` is `2d² (c₀ + c₁)²`. -/
theorem sq_moment_ciState (d : ℝ) (c : Fin 2 → ℝ) :
    moment d symState (ciState c) ^ 2 = 2 * d ^ 2 * (c 0 + c 1) ^ 2 := by
  have hv : (ket 0 1 + ket 1 0) ⬝ᵥ (ket 0 1 + ket 1 0) = 2 := by
    norm_num [ket, dotProduct, Fintype.sum_prod_type, Fin.sum_univ_two, Pi.single_apply]
  have hs : (1 / √2) ^ 2 = (1 / 2 : ℝ) := by
    rw [div_pow, Real.sq_sqrt (by norm_num)]
    norm_num
  rw [moment, dipole_mulVec_ciState, symState, smul_dotProduct, dotProduct_smul, hv]
  simp only [smul_eq_mul]
  linear_combination (4 * d ^ 2 * (c 0 + c 1) ^ 2) * hs

/-- The moment from any mixture of gg and uu to `(gu - ug)/√2` vanishes. -/
theorem moment_antiState (d : ℝ) (c : Fin 2 → ℝ) :
    moment d antiState (ciState c) = 0 := by
  have hv : (ket 0 1 - ket 1 0) ⬝ᵥ (ket 0 1 + ket 1 0) = 0 := by
    norm_num [ket, dotProduct, Fintype.sum_prod_type, Fin.sum_univ_two, Pi.single_apply]
  rw [moment, dipole_mulVec_ciState, antiState, smul_dotProduct, dotProduct_smul, hv]
  simp

/-- For `K > 0` the squared moment from the correlated ground state to `(gu + ug)/√2` is `2d² (1 -
K/√(e² + K²))`. -/
theorem sq_moment_ground {e K : ℝ} (d : ℝ) {c : Fin 2 → ℝ} (hK : 0 < K)
    (hc : IsGround e K c) :
    moment d symState (ciState c) ^ 2 = 2 * d ^ 2 * (1 - K / √(e ^ 2 + K ^ 2)) := by
  obtain ⟨hn, hE⟩ := hc
  have h1 := congrFun hE 0
  have h2 := congrFun hE 1
  simp [ciHamiltonian, Matrix.mulVec, dotProduct, Fin.sum_univ_two] at h1 h2
  simp only [dotProduct, Fin.sum_univ_two] at hn
  rw [lowerEnergy] at h1 h2
  have hR : 0 < √(e ^ 2 + K ^ 2) := Real.sqrt_pos.mpr (by positivity)
  -- the interference term between the two configurations
  have hp : 2 * c 0 * c 1 = -K / √(e ^ 2 + K ^ 2) := by
    rw [eq_div_iff hR.ne']
    linear_combination c 1 * h1 + c 0 * h2 - K * hn
  rw [sq_moment_ciState]
  linear_combination 2 * d ^ 2 * (hn + hp)

/-- The squared moment from gg to `(gu + ug)/√2` is `2d²`. -/
theorem sq_moment_cis (d : ℝ) : moment d symState (ket 0 0) ^ 2 = 2 * d ^ 2 := by
  have h : ket 0 0 = ciState ![1, 0] := by simp [ciState]
  rw [h, sq_moment_ciState]
  simp

/-- For `K > 0` and `d ≠ 0` the squared moment from the correlated ground state to `(gu + ug)/√2` is
strictly below the one from gg. -/
theorem sq_moment_ground_lt_cis {e K d : ℝ} {c : Fin 2 → ℝ} (hK : 0 < K) (hd : d ≠ 0)
    (hc : IsGround e K c) :
    moment d symState (ciState c) ^ 2 < moment d symState (ket 0 0) ^ 2 := by
  rw [sq_moment_ground d hK hc, sq_moment_cis]
  have hR : 0 < √(e ^ 2 + K ^ 2) := Real.sqrt_pos.mpr (by positivity)
  have h : 0 < 2 * d ^ 2 * (K / √(e ^ 2 + K ^ 2)) := by positivity
  linarith [mul_sub (2 * d ^ 2) 1 (K / √(e ^ 2 + K ^ 2))]

/-- For `K > 0` and `d ≠ 0` the moment from the correlated ground state to `(gu + ug)/√2` vanishes
exactly when `e = 0`. -/
theorem moment_ground_eq_zero_iff {e K d : ℝ} {c : Fin 2 → ℝ} (hK : 0 < K) (hd : d ≠ 0)
    (hc : IsGround e K c) :
    moment d symState (ciState c) = 0 ↔ e = 0 := by
  rw [← pow_eq_zero_iff (two_ne_zero : (2 : ℕ) ≠ 0), sq_moment_ground d hK hc]
  constructor
  · intro h
    have hR : 0 < √(e ^ 2 + K ^ 2) := Real.sqrt_pos.mpr (by positivity)
    have hs : √(e ^ 2 + K ^ 2) ^ 2 = e ^ 2 + K ^ 2 := Real.sq_sqrt (by positivity)
    have hd2 : 2 * d ^ 2 ≠ 0 := by positivity
    have h1 := (mul_eq_zero.mp h).resolve_left hd2
    have h2 : K / √(e ^ 2 + K ^ 2) = 1 := by linarith
    have h3 : K = √(e ^ 2 + K ^ 2) := (div_eq_one_iff_eq hR.ne').mp h2
    rw [← h3] at hs
    have he : e ^ 2 = 0 := by linarith
    exact (pow_eq_zero_iff two_ne_zero).mp he
  · intro h
    have hs : √(e ^ 2 + K ^ 2) = K := by
      rw [h, show (0 : ℝ) ^ 2 + K ^ 2 = K ^ 2 by ring, Real.sqrt_sq hK.le]
    rw [hs, div_self hK.ne']
    ring

/-- At `e = 3` and `K = 4` the amplitudes `(2, -1)/√5` form a ground state. -/
theorem isGround_witness : IsGround 3 4 ((1 / √5) • ![2, -1]) := by
  have hs : (1 / √5) * (1 / √5) = (1 / 5 : ℝ) := by
    rw [div_mul_div_comm, Real.mul_self_sqrt (by norm_num)]
    norm_num
  have hv : ![2, -1] ⬝ᵥ ![2, -1] = (5 : ℝ) := by
    norm_num [dotProduct, Fin.sum_univ_two]
  have hE : lowerEnergy 3 4 = -2 := by
    rw [lowerEnergy, show (3 : ℝ) ^ 2 + 4 ^ 2 = 5 ^ 2 by norm_num, Real.sqrt_sq (by norm_num)]
    norm_num
  have hH : ciHamiltonian 3 4 *ᵥ ![2, -1] = (-2 : ℝ) • ![2, -1] := by
    ext i
    fin_cases i <;> norm_num [ciHamiltonian, Matrix.mulVec, dotProduct, Fin.sum_univ_two]
  constructor
  · rw [smul_dotProduct, dotProduct_smul, hv]
    simp only [smul_eq_mul]
    linear_combination 5 * hs
  · rw [Matrix.mulVec_smul, hH, hE, smul_comm]

end

end MinimalBasisHydrogen
```

```lean
#print axioms MinimalBasisHydrogen.dipole_mulVec_ciState
#print axioms MinimalBasisHydrogen.moment_antiState
#print axioms MinimalBasisHydrogen.sq_moment_ground_lt_cis
#print axioms MinimalBasisHydrogen.moment_ground_eq_zero_iff
```

```
'MinimalBasisHydrogen.dipole_mulVec_ciState' depends on axioms: [propext, Classical.choice, Quot.sound]
'MinimalBasisHydrogen.moment_antiState' depends on axioms: [propext, Classical.choice, Quot.sound]
'MinimalBasisHydrogen.sq_moment_ground_lt_cis' depends on axioms: [propext, Classical.choice, Quot.sound]
'MinimalBasisHydrogen.moment_ground_eq_zero_iff' depends on axioms: [propext, Classical.choice, Quot.sound]
```

In the code, two-electron states are real functions on `Fin 2 × Fin 2`, with `0` for g and `1` for u. They describe only the spatial part: the symmetric function belongs to a singlet, the antisymmetric one to a triplet. `moment d φ ψ` is the matrix element of `dipole d` from `ψ` to `φ`. `IsGround e K c` says that `c` is normalised and solves the eigenvalue equation at `lowerEnergy e K`; the overall sign of `c` stays free.

The theorem `lowerEnergy_le` justifies the word "ground" among mixtures of gg and uu. With \(a=c_0^2-c_1^2\) and \(b=2c_0c_1\), the mean energy is \(e-(ea-Kb)\), and the identity `hid` bounds \(|ea-Kb|\) by \(R\).

`dipole_mulVec_ciState` checks the action of \(D\) on all four components. From it, `sq_moment_ciState` and `moment_antiState` follow by scalar products. In `sq_moment_ground`, the step `hp` is the interference term: its `linear_combination` multiplies the two eigenvalue equations by `c 1` and `c 0` and subtracts `K` times normalisation, as above. `sq_moment_cis` sets the amplitudes to `![1, 0]`; `sq_moment_ground_lt_cis` then needs only that the subtracted term is positive. `moment_ground_eq_zero_iff` reduces a vanishing moment to \(K=R\) and squares. `isGround_witness` confirms the ground state of the numerical example.

The parameters \(d\), \(e\) and \(K\) are given numbers, not integrals computed at a bond length, and the squared moment lacks the energy factor of an oscillator strength. Within this two-electron, two-orbital model, the result shows that taking the transition moment from gg alone, as in CIS, overestimates its magnitude, with the largest relative error when gg and uu are nearly degenerate.
